# An impurity level below the Fermi energy has exactly one flat-band, infinite-U variational binding energy, and it lies below a closed-form Kondo estimate

I'm computing a variational Kondo scale by bisection, and I start the search on the interval from \(0\) to \(D/(\exp(-e/g)-1)\). The equation being solved is

\[
x-e=g\log\frac{D+x}{x},
\]

where \(e<0\) is the impurity level measured from the Fermi energy, \(D>0\) is the depth of the filled band, \(g>0\) is the hybridization strength and \(x>0\) is the binding energy. My code assumes that this interval contains a root and that there is no other positive root anywhere. I also take it that the root is exponentially small when \(|e|/g\) is large. Can all of this be made rigorous and checked by machine, including where the equation comes from?

## From the restricted Hamiltonian to the logarithm

Yes, if the restricted Hamiltonian described below is taken as the starting point, and with one step left out: replacing a sum over band states by an integral is a physical idealisation, which the file does not prove. The equation comes from a small variational space for the infinite-U Anderson model. Its first state is the filled Fermi sea with an empty impurity, whose energy is set to zero. In each of the others, one band electron has moved to the impurity and left a hole of energy \(w_k\ge 0\), so the energy is \(e+w_k\). The coupling between the first state and state \(k\) is \(v_k\). For an impurity with \(N\) degenerate spin-orbitals (\(N=2\) for a single orbital with two spin states) and hybridization \(V_k\) in each, the symmetric combination of transferred electrons gives \(v_k=\sqrt N\,V_k\), which is how the degeneracy enters.

Let \(a\) be the amplitude of the first state and \(b_k\) those of the others. The binding energy \(x\) is measured downwards from \(e\), which is the energy, without coupling, of an occupied impurity with a hole at the Fermi energy. An eigenvector with energy \(e-x\) satisfies

\[
\sum_k v_k b_k=(e-x)a,\qquad v_k a+(e+w_k)b_k=(e-x)b_k .
\]

The second equation gives \(b_k=-v_k a/(x+w_k)\), where the denominator is positive. If \(a\) vanished, every \(b_k\) would vanish too, so \(a\neq0\). Inserting \(b_k\) into the first equation and dividing by \(a\) gives

\[
x-e=\sum_k\frac{v_k^2}{x+w_k}.
\]

Conversely, if this holds, then \(a=1\) and \(b_k=-v_k/(x+w_k)\) form an eigenvector. After normalisation its first amplitude is \(\bigl(1+\sum_k v_k^2/(x+w_k)^2\bigr)^{-1/2}\), and the others are scaled by the same factor.

For a flat band, the weight \(v_k^2\) is spread evenly over hole energies from \(0\) to \(D\), with \(g\) the weight per unit energy. The sum is then replaced by

\[
\int_0^D\frac{g\,dw}{x+w}=g\bigl[\log(x+w)\bigr]_0^D=g\log\frac{D+x}{x}.
\]

## One root, squeezed between two exponentials

Dividing by \(g\), exponentiating, multiplying by \(x\) and subtracting \(x\) turns the flat-band equation into

\[
F(x)=x\left(\exp\frac{x-e}{g}-1\right)=D .
\]

Write \(K=D/(\exp(-e/g)-1)\), which is positive because \(e<0\). It is the solution obtained when \(x\) is neglected on the left of the logarithmic equation, and the Lean file calls it the Kondo scale. The more usual expression \(D\exp(e/g)\) agrees with it for a deep level, but is not an upper bound on the root for all parameters. As \(e\to0\) from below at fixed \(g\) and \(D\), \(K\) grows without limit while the root stays finite, so for a level very close to the Fermi energy \(K\) is a bound and not an estimate.

**Upper bound.** For a solution \(x>0\), the exponent \((x-e)/g\) exceeds \(-e/g\). Hence \(D>x(\exp(-e/g)-1)\), which says \(x<K\).

**Lower bound.** Since \(x<K\), the exponent is smaller than \((K-e)/g\). Hence

\[
\frac{D}{\exp((K-e)/g)-1}<x<K .
\]

**Existence.** \(F\) is continuous and \(F(0)=0<D\). At the other end, \(F(K)>K(\exp(-e/g)-1)=D\). Some \(x\) between \(0\) and \(K\) therefore satisfies \(F(x)=D\), and it is not zero because \(D\) is not.

**Uniqueness.** For \(x>0\), both factors of \(F\) are positive and strictly increasing, so \(F\) takes the value \(D\) only once.

**Deep level.** Multiplying \(F(x)=D\) by \(\exp(e/g)\) gives

\[
x\left(\exp\frac{x}{g}-\exp\frac{e}{g}\right)=D\exp\frac{e}{g}.
\]

As \(e\to-\infty\) at fixed \(g\) and \(D\), the upper bound forces \(x\to0\). The bracket then tends to \(1\), so \(x/(D\exp(e/g))\to1\).

## The root search in practice

The function to bisect is \(F(x)-D\), with \(\exp(y)-1\) evaluated by a library routine such as `expm1`. The two bounds give a tighter starting interval than \([0,K]\). For \(D=1\), \(g=0.1\) and \(e=-0.5\), they are about \(0.00634\) and \(0.00678\), and the root is about \(0.00636\). The stopping tolerance should be relative, because for a deep level \(x\) can be smaller than any fixed absolute tolerance. For very deep levels the exponential overflows, and it is safer to solve the logarithmic equation for \(\log x\).

## The Lean file

```lean
import Mathlib

open Filter Topology

namespace VariationalKondoScale

noncomputable section

/-- The infinite-U Anderson Hamiltonian restricted to the filled Fermi sea with empty impurity
(first amplitude) and the states with one electron moved to the impurity level `e`, leaving a hole
of energy `w k` (second amplitudes); `v k` is the coupling between the first state and state `k`. -/
def restrictedHamiltonian {ι : Type*} [Fintype ι] (e : ℝ) (v w : ι → ℝ)
    (ψ : ℝ × (ι → ℝ)) : ℝ × (ι → ℝ) :=
  (∑ k, v k * ψ.2 k, fun k => v k * ψ.1 + (e + w k) * ψ.2 k)

/-- `x` is a positive solution of the flat-band variational equation with hybridization
strength `g`, band depth `D` and impurity level `e`. -/
def IsBindingEnergy (g D e x : ℝ) : Prop :=
  0 < x ∧ x - e = g * Real.log ((D + x) / x)

/-- The closed-form estimate `D / (exp (-e/g) - 1)`, called the Kondo scale in this file. -/
def kondoScale (g D e : ℝ) : ℝ := D / (Real.exp (-e / g) - 1)

/-- For a discrete band with nonnegative hole energies `w`, the energy `e - x` with `x > 0` is an
eigenvalue of the restricted Hamiltonian exactly when `x` solves the variational equation `x - e = ∑
v²/(x + w)`. -/
theorem eigenvalue_iff_variational_equation {ι : Type*} [Fintype ι] (e x : ℝ) (v w : ι → ℝ)
    (hx : 0 < x) (hw : ∀ k, 0 ≤ w k) :
    (∃ ψ : ℝ × (ι → ℝ), ψ ≠ 0 ∧ restrictedHamiltonian e v w ψ = (e - x) • ψ) ↔
      x - e = ∑ k, v k ^ 2 / (x + w k) := by
  have hp : ∀ k, 0 < x + w k := fun k => add_pos_of_pos_of_nonneg hx (hw k)
  constructor
  · rintro ⟨ψ, hψ, h⟩
    have h1 : ∑ k, v k * ψ.2 k = (e - x) * ψ.1 := congrArg Prod.fst h
    have h2 : ∀ k, v k * ψ.1 + (e + w k) * ψ.2 k = (e - x) * ψ.2 k :=
      fun k => congrFun (congrArg Prod.snd h) k
    -- eliminate the amplitudes of the states with a hole
    have h3 : ∀ k, ψ.2 k = -(v k * ψ.1) / (x + w k) := by
      intro k
      rw [eq_div_iff (hp k).ne']
      linear_combination h2 k
    have h0 : ψ.1 ≠ 0 := by
      intro h0
      exact hψ (Prod.ext h0 (funext fun k => by rw [h3 k, h0]; simp))
    have h4 : ∑ k, v k * ψ.2 k = (-∑ k, v k ^ 2 / (x + w k)) * ψ.1 := by
      rw [← Finset.sum_neg_distrib, Finset.sum_mul]
      refine Finset.sum_congr rfl fun k _ => ?_
      rw [h3 k]
      ring
    apply mul_right_cancel₀ h0
    linear_combination h1 - h4
  · intro h
    refine ⟨(1, fun k => -v k / (x + w k)), ?_, ?_⟩
    · intro h0
      have h1 : (1 : ℝ) = 0 := congrArg Prod.fst h0
      exact one_ne_zero h1
    · refine Prod.ext ?_ (funext fun k => ?_)
      · show ∑ k, v k * (-v k / (x + w k)) = (e - x) * 1
        have h1 : ∑ k, v k * (-v k / (x + w k)) = -∑ k, v k ^ 2 / (x + w k) := by
          rw [← Finset.sum_neg_distrib]
          exact Finset.sum_congr rfl fun k _ => by ring
        linear_combination h1 + h
      · show v k * 1 + (e + w k) * (-v k / (x + w k)) = (e - x) * (-v k / (x + w k))
        have hk := (hp k).ne'
        have h5 : (x + w k) * (-v k / (x + w k)) = -v k := by field_simp
        linear_combination h5

/-- For `D > 0` and `x > 0`, the integral of `g / (x + w)` over `w` from `0` to `D` equals `g log
((D + x)/x)`. -/
theorem flat_band_integral (g D x : ℝ) (hD : 0 < D) (hx : 0 < x) :
    ∫ w in (0 : ℝ)..D, g / (x + w) = g * Real.log ((D + x) / x) := by
  have hne : ∀ w ∈ Set.uIcc 0 D, x + w ≠ 0 := by
    intro w hw
    rw [Set.uIcc_of_le hD.le] at hw
    have := hw.1
    positivity
  have hder : ∀ w ∈ Set.uIcc 0 D,
      HasDerivAt (fun w => g * Real.log (x + w)) (g / (x + w)) w := by
    intro w hw
    have h1 : HasDerivAt (fun w => x + w) 1 w := (hasDerivAt_id' w).const_add x
    exact ((h1.log (hne w hw)).const_mul g).congr_deriv (by ring)
  have hint : IntervalIntegrable (fun w => g / (x + w)) MeasureTheory.volume 0 D :=
    (ContinuousOn.div (by fun_prop) (by fun_prop) hne).intervalIntegrable
  rw [intervalIntegral.integral_eq_sub_of_hasDerivAt hder hint,
    Real.log_div (by positivity) hx.ne', add_zero, add_comm x D]
  ring

/-- For `x > 0` the variational equation is equivalent to its exponentiated form
`x (exp ((x - e)/g) - 1) = D`. -/
theorem variational_equation_iff_exp {g D e x : ℝ} (hg : 0 < g) (hD : 0 < D) (hx : 0 < x) :
    x - e = g * Real.log ((D + x) / x) ↔ x * (Real.exp ((x - e) / g) - 1) = D := by
  have hq : 0 < (D + x) / x := by positivity
  have hc : x * ((D + x) / x) = D + x := by field_simp
  constructor
  · intro h
    have h1 : (x - e) / g = Real.log ((D + x) / x) := by
      rw [div_eq_iff hg.ne', h, mul_comm]
    rw [h1, Real.exp_log hq]
    linear_combination hc
  · intro h
    have h1 : (D + x) / x = Real.exp ((x - e) / g) := by
      rw [div_eq_iff hx.ne']
      linear_combination -h
    rw [h1, Real.log_exp, mul_div_cancel₀ _ hg.ne']

/-- For an impurity level `e < 0`, a binding energy lies below `kondoScale g D e`, and above the
same expression evaluated for the level lowered by `kondoScale g D e`. -/
theorem binding_energy_bounds {g D e x : ℝ} (hg : 0 < g) (hD : 0 < D) (he : e < 0)
    (h : IsBindingEnergy g D e x) :
    kondoScale g D (e - kondoScale g D e) < x ∧ x < kondoScale g D e := by
  obtain ⟨hx, h⟩ := h
  rw [variational_equation_iff_exp hg hD hx] at h
  have hpos : ∀ y : ℝ, y < 0 → 0 < Real.exp (-y / g) - 1 := fun y hy =>
    sub_pos.2 (Real.one_lt_exp_iff.2 (div_pos (neg_pos.2 hy) hg))
  have hup : x < kondoScale g D e := by
    unfold kondoScale
    rw [lt_div_iff₀ (hpos e he)]
    have h1 : Real.exp (-e / g) < Real.exp ((x - e) / g) :=
      Real.exp_lt_exp.2 (div_lt_div_of_pos_right (by linarith) hg)
    nlinarith [mul_pos hx (sub_pos.2 h1)]
  refine ⟨?_, hup⟩
  -- insert the upper bound into the exponent
  generalize kondoScale g D e = K at hup ⊢
  unfold kondoScale
  rw [div_lt_iff₀ (hpos (e - K) (by linarith))]
  have h1 : Real.exp ((x - e) / g) < Real.exp (-(e - K) / g) :=
    Real.exp_lt_exp.2 (div_lt_div_of_pos_right (by linarith) hg)
  nlinarith [mul_pos hx (sub_pos.2 h1)]

/-- For an impurity level below the Fermi energy, the variational equation has exactly one
positive solution, and it is smaller than `D / (exp (-e/g) - 1)`. -/
theorem unique_binding_energy_lt_kondo_scale {g D e : ℝ} (hg : 0 < g) (hD : 0 < D)
    (he : e < 0) :
    (∃! x, IsBindingEnergy g D e x) ∧
      ∀ x, IsBindingEnergy g D e x → x < D / (Real.exp (-e / g) - 1) := by
  refine ⟨?_, fun x hx => (binding_energy_bounds hg hD he hx).2⟩
  have hA : 0 < Real.exp (-e / g) - 1 :=
    sub_pos.2 (Real.one_lt_exp_iff.2 (div_pos (neg_pos.2 he) hg))
  have hK : 0 < kondoScale g D e := div_pos hD hA
  have hKA : kondoScale g D e * (Real.exp (-e / g) - 1) = D := div_mul_cancel₀ _ hA.ne'
  -- existence: intermediate values between zero and the Kondo scale
  have hcont : ContinuousOn (fun x : ℝ => x * (Real.exp ((x - e) / g) - 1))
      (Set.Icc 0 (kondoScale g D e)) := by fun_prop
  have hmem : D ∈ Set.Icc ((0 : ℝ) * (Real.exp ((0 - e) / g) - 1))
      (kondoScale g D e * (Real.exp ((kondoScale g D e - e) / g) - 1)) := by
    have h1 : Real.exp (-e / g) < Real.exp ((kondoScale g D e - e) / g) :=
      Real.exp_lt_exp.2 (div_lt_div_of_pos_right (by linarith) hg)
    constructor
    · rw [zero_mul]
      exact hD.le
    · nlinarith [mul_pos hK (sub_pos.2 h1)]
  obtain ⟨x, hx, hxD⟩ := intermediate_value_Icc hK.le hcont hmem
  have hxD' : x * (Real.exp ((x - e) / g) - 1) = D := hxD
  have hx0 : 0 < x := by
    refine lt_of_le_of_ne hx.1 fun h0 => ?_
    rw [← h0, zero_mul] at hxD'
    exact hD.ne hxD'
  -- uniqueness: the exponentiated left side is strictly increasing
  have hmono : ∀ a b : ℝ, 0 < a → a < b →
      a * (Real.exp ((a - e) / g) - 1) < b * (Real.exp ((b - e) / g) - 1) := by
    intro a b ha hab
    have h1 : Real.exp ((a - e) / g) < Real.exp ((b - e) / g) :=
      Real.exp_lt_exp.2 (div_lt_div_of_pos_right (by linarith) hg)
    have h2 : 1 < Real.exp ((a - e) / g) :=
      Real.one_lt_exp_iff.2 (div_pos (by linarith) hg)
    nlinarith [mul_pos (sub_pos.2 hab) (sub_pos.2 (h2.trans h1)), mul_pos ha (sub_pos.2 h1)]
  refine ⟨x, ⟨hx0, (variational_equation_iff_exp hg hD hx0).2 hxD'⟩, ?_⟩
  rintro y ⟨hy0, hy⟩
  have hyD := (variational_equation_iff_exp hg hD hy0).1 hy
  rcases lt_trichotomy y x with h | h | h
  · linarith [hmono y x hy0 h]
  · exact h
  · linarith [hmono x y hx0 h]

/-- As the impurity level goes to minus infinity at fixed `g` and `D`, the ratio of the binding
energy to `D exp (e/g)` tends to one. -/
theorem binding_energy_asymptotics {g D : ℝ} (hg : 0 < g) (hD : 0 < D) (x : ℝ → ℝ)
    (hx : ∀ e < 0, IsBindingEnergy g D e (x e)) :
    Tendsto (fun e => x e / (D * Real.exp (e / g))) atBot (𝓝 1) := by
  have hR : ∀ e < 0, x e * (Real.exp (x e / g) - Real.exp (e / g)) = D * Real.exp (e / g) := by
    intro e he
    have h := (variational_equation_iff_exp hg hD (hx e he).1).1 (hx e he).2
    have h2 : Real.exp ((x e - e) / g) * Real.exp (e / g) = Real.exp (x e / g) := by
      rw [← Real.exp_add]
      congr 1
      ring
    linear_combination Real.exp (e / g) * h - x e * h2
  have hE : Tendsto (fun e : ℝ => Real.exp (e / g)) atBot (𝓝 0) :=
    Real.tendsto_exp_atBot.comp (tendsto_id.atBot_div_const hg)
  have hneg : ∀ᶠ e : ℝ in atBot, e < 0 := eventually_lt_atBot 0
  -- the binding energy itself vanishes for a deep level
  have hx0 : Tendsto x atBot (𝓝 0) := by
    have hB : Tendsto (fun e : ℝ => D * Real.exp (e / g) / (1 - Real.exp (e / g)))
        atBot (𝓝 0) := by
      have h : Tendsto (fun e : ℝ => D * Real.exp (e / g) / (1 - Real.exp (e / g)))
          atBot (𝓝 (D * 0 / (1 - 0))) :=
        (hE.const_mul D).div (hE.const_sub 1) (by norm_num)
      simpa using h
    refine squeeze_zero' (hneg.mono fun e he => (hx e he).1.le) (hneg.mono fun e he => ?_) hB
    have h1 : Real.exp (e / g) < 1 := Real.exp_lt_one_iff.2 (div_neg_of_neg_of_pos he hg)
    have h2 : 1 < Real.exp (x e / g) := Real.one_lt_exp_iff.2 (div_pos (hx e he).1 hg)
    rw [le_div_iff₀ (sub_pos.2 h1)]
    nlinarith [hR e he, mul_pos (hx e he).1 (sub_pos.2 h2)]
  have hL : Tendsto (fun e => (Real.exp (x e / g) - Real.exp (e / g))⁻¹) atBot (𝓝 1) := by
    have h1 : Tendsto (fun e => Real.exp (x e / g)) atBot (𝓝 (Real.exp (0 / g))) :=
      (Real.continuous_exp.tendsto _).comp (hx0.div_const g)
    have h := (h1.sub hE).inv₀ (by simp)
    simpa using h
  refine hL.congr' (hneg.mono fun e he => ?_)
  show (Real.exp (x e / g) - Real.exp (e / g))⁻¹ = x e / (D * Real.exp (e / g))
  rw [← hR e he, div_mul_eq_div_div, div_self (hx e he).1.ne', one_div]

end

end VariationalKondoScale
```

```lean
#print axioms VariationalKondoScale.eigenvalue_iff_variational_equation
#print axioms VariationalKondoScale.flat_band_integral
#print axioms VariationalKondoScale.unique_binding_energy_lt_kondo_scale
#print axioms VariationalKondoScale.binding_energy_asymptotics
```

```
'VariationalKondoScale.eigenvalue_iff_variational_equation' depends on axioms: [propext, Classical.choice, Quot.sound]
'VariationalKondoScale.flat_band_integral' depends on axioms: [propext, Classical.choice, Quot.sound]
'VariationalKondoScale.unique_binding_energy_lt_kondo_scale' depends on axioms: [propext, Classical.choice, Quot.sound]
'VariationalKondoScale.binding_energy_asymptotics' depends on axioms: [propext, Classical.choice, Quot.sound]
```

## What the statements say

A vector `ψ : ℝ × (ι → ℝ)` holds the amplitudes: `ψ.1` is \(a\) and `ψ.2 k` is \(b_k\). The finite type `ι` labels the hole states, and `restrictedHamiltonian` is the action written out above, with real couplings. `eigenvalue_iff_variational_equation` says that, for \(x>0\) and nonnegative hole energies, a nonzero `ψ` with eigenvalue `e - x` exists exactly when the discrete equation holds.

`flat_band_integral` evaluates the integral for \(D>0\) and \(x>0\). Replacing the sum by that integral is the physical idealisation of a dense, featureless band; the file contains no limit theorem connecting the two.

`IsBindingEnergy g D e x` means that \(x\) is positive and solves the flat-band equation, and `kondoScale g D e` is \(K\). The main theorem, `unique_binding_energy_lt_kondo_scale`, assumes \(g>0\), \(D>0\) and \(e<0\). Its first part, written with `∃!`, is the existence of exactly one binding energy; its second part is the upper bound. The condition \(e<0\) places the level below the Fermi energy, so that an occupied impurity is favoured before hybridization is included.

`binding_energy_bounds` adds the lower bound, written as the Kondo scale of a level lowered by \(K\). `binding_energy_asymptotics` takes any function `x` that returns a binding energy for each negative level. Its limit `atBot` is \(e\to-\infty\), with \(g\) and \(D\) held fixed.

For quantum impurity calculations, the result gives the low-energy scale of this one-hole variational state at infinite U with a flat band. It is a statement about that restricted space, and not a derivation of the Kondo effect in the full Anderson model, where states with further particle–hole pairs also contribute.

## How the proofs follow the derivation

In the eigenvalue theorem, `h1` and `h2` are the two components of the eigenvalue equation. `h3` solves for the hole amplitudes, `h0` shows that the first amplitude is nonzero, and `h4` inserts the solution into the sum. Since the first amplitude is nonzero, `mul_right_cancel₀` reduces the goal to the scalar equation multiplied by that amplitude, which `linear_combination` proves from `h1` and `h4`. The converse supplies the unnormalised vector with \(a=1\) and checks both components.

The integral is computed from its antiderivative: `hder` differentiates \(g\log(x+w)\), and `hint` provides integrability, which follows from continuity because \(x+w\) never vanishes on the interval.

`variational_equation_iff_exp` proves the exponentiation step in both directions. The later theorems can therefore work with \(F(x)=D\) and return to the logarithm only where the definition of a binding energy requires it.

In `binding_energy_bounds`, each half compares two exponentials in a step called `h1`. The product of that strict inequality with the positive \(x\) is then given to `nlinarith`, which combines it with \(F(x)=D\). The name `K` is introduced between the halves, so that the second uses only the inequality \(x<K\).

In the main theorem, `hcont` and `hmem` are the continuity of \(F\) and the fact that \(D\) lies between its endpoint values. `intermediate_value_Icc` turns them into a root, and `hx0` rules out zero. `hmono` is the strict increase of \(F\). For a second solution `y`, `lt_trichotomy` separates the cases \(y<x\), \(y=x\) and \(y>x\), and `hmono` contradicts the first and the last.

The asymptotic proof begins with `hR`, the equation multiplied by \(\exp(e/g)\). The limit `hx0` squeezes \(x\) between zero and \(D\exp(e/g)/(1-\exp(e/g))\), which is \(K\) in another form. `hL` shows that the inverse of the bracket tends to one, and the last lines use `hR` to identify that inverse with the required ratio for every negative \(e\).
